# Ring or centred ring: the lower energy changes hands between five and six trapped point vortices

When a few-vortex state is relaxed numerically, the search has to start somewhere, and two natural seeds are a regular ring and a ring with one vortex at its centre. For identical point vortices with harmonic confinement and logarithmic repulsion, the result below tells which of these two seeds is lower once each has its best radius: the open ring for two to five vortices, the centred ring from six on. It compares these two families only. Other arrangements, stability, vortex cores and image vortices at a boundary do not enter.

## The energy and the two arrangements

```lean
import Mathlib

namespace VortexShells

noncomputable section

/-- Energy of `N` planar vortices at positions `z i`: harmonic confinement plus pairwise logarithmic
repulsion. The formula has this physical meaning only when the points are distinct. -/
def energy {N : ℕ} (z : Fin N → ℂ) : ℝ :=
  (∑ i, ‖z i‖ ^ 2) - 2 * ∑ i, ∑ j with i < j, Real.log ‖z i - z j‖
```

A configuration `z : Fin N → ℂ` assigns a point of the complex plane to each label \(0,\dots,N-1\). Its energy is

\[
E=\sum_i |z_i|^2-2\sum_{i<j}\log|z_i-z_j| .
\]

The quadratic term stands for the confinement, which for vortices in a rotating superfluid comes from the rotation. The logarithm is the repulsion of vortices with equal circulation. Other positive coefficients can be absorbed into the units of length and energy, up to a constant that is the same for all configurations with the same \(N\).

```lean
/-- The regular `N`-gon of radius `R` centred at the origin, for `N ≥ 1`. -/
def polygon (N : ℕ) (R : ℝ) (k : Fin N) : ℂ :=
  R * Complex.exp (2 * Real.pi * Complex.I / (N : ℂ)) ^ (k : ℕ)
```

With \(\zeta=e^{2\pi i/N}\), vertex \(k\) sits at \(R\,\zeta^k\).

```lean
/-- One vortex at the origin surrounded by a regular `n`-gon of radius `R`. -/
def centred (n : ℕ) (R : ℝ) : Fin (n + 1) → ℂ :=
  Fin.cons (α := fun _ => ℂ) 0 (polygon n R)
```

`Fin.cons` puts the central vortex at label 0 and moves ring vertex \(k\) to label \(k+1\). The total number of vortices is therefore \(n+1\). For \(R>0\) the points in both arrangements are distinct.

## From pair distances to a function of the radius

```lean
/-- Twice the sum over pairs equals the sum over ordered pairs; the diagonal terms
contribute zero by the convention `log 0 = 0`. -/
theorem energy_eq {N : ℕ} (z : Fin N → ℂ) :
    energy z = (∑ i, ‖z i‖ ^ 2) - ∑ i, ∑ j, Real.log ‖z i - z j‖ := by
  have h : ∀ i j, Real.log ‖z i - z j‖ = (if i < j then Real.log ‖z i - z j‖ else 0)
      + (if j < i then Real.log ‖z j - z i‖ else 0) := by
    intro i j
    rcases lt_trichotomy i j with h | h | h
    · rw [if_pos h, if_neg (not_lt_of_ge h.le), add_zero]
    · subst h
      simp
    · rw [if_neg (not_lt_of_ge h.le), if_pos h, zero_add, norm_sub_rev]
  have e : (∑ i, ∑ j, Real.log ‖z i - z j‖)
      = (∑ i, ∑ j, (if i < j then Real.log ‖z i - z j‖ else 0))
        + (∑ i, ∑ j, (if j < i then Real.log ‖z j - z i‖ else 0)) := by
    simp_rw [← Finset.sum_add_distrib]
    exact Finset.sum_congr rfl fun i _ => Finset.sum_congr rfl fun j _ => h i j
  have c : (∑ i, ∑ j, (if j < i then Real.log ‖z j - z i‖ else 0))
      = ∑ i, ∑ j, (if i < j then Real.log ‖z i - z j‖ else 0) := Finset.sum_comm
  rw [e, c, energy]
  simp_rw [Finset.sum_filter]
  ring
```

A `theorem` gives its statement first, and the proof follows `:=`. Here each unordered pair is counted twice, which absorbs the factor 2:

\[
E=\sum_i|z_i|^2-\sum_{i,j}\log|z_i-z_j| .
\]

The diagonal terms are harmless because Lean sets \(\log 0=0\). The proof splits the double sum into \(i<j\) and \(j<i\), and `Finset.sum_comm` shows that the halves agree.

```lean
/-- Each vertex of a regular `N`-gon of radius `R > 0` lies at distance `R` from the origin, and
the logarithms of its distances to the other vertices add up to `(N - 1) log R + log N`. -/
theorem polygon_geometry {N : ℕ} {R : ℝ} (hR : 0 < R) (i : Fin N) :
    ‖polygon N R i‖ = R ∧ ∑ j, Real.log ‖polygon N R i - polygon N R j‖
      = ((N : ℝ) - 1) * Real.log R + Real.log N := by
  obtain _ | n := N
  · exact i.elim0
  obtain ⟨ζ, hζ, hμ⟩ : ∃ ζ : ℂ, (∀ k : Fin (n + 1), polygon (n + 1) R k = R * ζ ^ (k : ℕ))
      ∧ IsPrimitiveRoot ζ (n + 1) :=
    ⟨Complex.exp (2 * Real.pi * Complex.I / ((n + 1 : ℕ) : ℂ)), fun _ => rfl,
      Complex.isPrimitiveRoot_exp (n + 1) (Nat.succ_ne_zero n)⟩
  have h1 : ‖ζ‖ = 1 := (pow_eq_one_iff_of_nonneg (norm_nonneg ζ) (Nat.succ_ne_zero n)).1
    (by rw [← norm_pow, hμ.pow_eq_one, norm_one])
  -- the product of the chords from one vertex of the unit polygon
  have hprod : ∏ k : Fin n, (1 - ζ ^ ((k : ℕ) + 1)) = (n : ℂ) + 1 := by
    rw [← hμ.prod_one_sub_pow_eq_order, Finset.prod_range]
  have hne : ∀ k : Fin n, ‖1 - ζ ^ ((k : ℕ) + 1)‖ ≠ 0 := fun k => by
    have h0 : ∏ k : Fin n, (1 - ζ ^ ((k : ℕ) + 1)) ≠ 0 := by
      rw [hprod]
      exact Nat.cast_add_one_ne_zero n
    exact norm_ne_zero_iff.2 (Finset.prod_ne_zero_iff.1 h0 k (Finset.mem_univ k))
  -- rotational symmetry: only the difference of the labels matters
  have hshift : ∀ k : Fin (n + 1), ‖polygon (n + 1) R i - polygon (n + 1) R (i + k)‖
      = R * ‖1 - ζ ^ (k : ℕ)‖ := by
    intro k
    have hp : ζ ^ ((i + k : Fin (n + 1)) : ℕ) = ζ ^ (i : ℕ) * ζ ^ (k : ℕ) := by
      rw [Fin.val_add, ← pow_eq_pow_mod _ hμ.pow_eq_one, pow_add]
    rw [hζ, hζ, hp, show (R : ℂ) * ζ ^ (i : ℕ) - R * (ζ ^ (i : ℕ) * ζ ^ (k : ℕ))
      = R * ζ ^ (i : ℕ) * (1 - ζ ^ (k : ℕ)) by ring, norm_mul, norm_mul, norm_pow, h1,
      one_pow, mul_one, Complex.norm_real, Real.norm_of_nonneg hR.le]
  constructor
  · rw [hζ, norm_mul, norm_pow, h1, one_pow, mul_one, Complex.norm_real,
      Real.norm_of_nonneg hR.le]
  · have hs : ∑ j, Real.log ‖polygon (n + 1) R i - polygon (n + 1) R j‖
        = ∑ k : Fin (n + 1), Real.log (R * ‖1 - ζ ^ (k : ℕ)‖) :=
      (Equiv.sum_comp (Equiv.addLeft i)
        (fun j => Real.log ‖polygon (n + 1) R i - polygon (n + 1) R j‖)).symm.trans
        (Finset.sum_congr rfl fun k _ => congrArg Real.log (hshift k))
    have hnorm : ‖(n : ℂ) + 1‖ = (n : ℝ) + 1 := by
      rw [← Nat.cast_succ, Complex.norm_natCast, Nat.cast_succ]
    have hlog : ∑ k : Fin n, Real.log ‖1 - ζ ^ ((k : ℕ) + 1)‖ = Real.log ((n : ℝ) + 1) := by
      rw [← Real.log_prod (fun k _ => hne k), ← norm_prod, hprod, hnorm]
    have hk : ∀ k : Fin n, Real.log (R * ‖1 - ζ ^ ((k.succ : Fin (n + 1)) : ℕ)‖)
        = Real.log R + Real.log ‖1 - ζ ^ ((k : ℕ) + 1)‖ := fun k => by
      rw [Fin.val_succ]
      exact Real.log_mul hR.ne' (hne k)
    rw [hs, Fin.sum_univ_succ]
    simp only [hk, Finset.sum_add_distrib, hlog]
    simp
```

Fix vertex \(i\) and write the other vertices as \(i+k\) modulo \(N\), with \(k=1,\dots,N-1\). Since \(|\zeta|=1\), the distance is \(R\,|1-\zeta^k|\); this is `hshift`. The product of the chords follows from

\[
1+x+\dots+x^{N-1}=\prod_{k=1}^{N-1}(x-\zeta^k)
\quad\Rightarrow\quad
\prod_{k=1}^{N-1}(1-\zeta^k)=N ,
\]

which is `hprod`, with \(N\) written as \(n+1\). Taking logarithms gives

\[
\sum_{j\ne i}\log|z_i-z_j|=(N-1)\log R+\log N .
\]

```lean
/-- Energy of the regular `N`-gon as a function of its radius `R > 0`. -/
theorem energy_polygon {N : ℕ} {R : ℝ} (hR : 0 < R) :
    energy (polygon N R)
      = N * (R ^ 2 - ((N : ℝ) - 1) * Real.log R) - N * Real.log N := by
  have h := fun i : Fin N => (polygon_geometry hR i).1
  have h2 := fun i : Fin N => (polygon_geometry hR i).2
  rw [energy_eq]
  simp only [h, h2, Finset.sum_const, Finset.card_univ, Fintype.card_fin, nsmul_eq_mul]
  ring
```

All \(N\) vertices contribute equally, so

\[
E_{\text{ring}}=N\bigl(R^2-(N-1)\log R\bigr)-N\log N .
\]

```lean
/-- Energy of a regular `n`-gon with an additional central vortex, as a function of the
radius `R > 0`. -/
theorem energy_centred {n : ℕ} {R : ℝ} (hR : 0 < R) :
    energy (centred n R)
      = n * (R ^ 2 - ((n : ℝ) + 1) * Real.log R) - n * Real.log n := by
  have h := fun i : Fin n => (polygon_geometry hR i).1
  have h2 := fun i : Fin n => (polygon_geometry hR i).2
  rw [energy_eq]
  simp only [centred, Fin.sum_univ_succ, Fin.cons_zero, Fin.cons_succ, zero_sub, sub_zero,
    norm_neg, norm_zero, Real.log_zero, h, h2, Finset.sum_add_distrib,
    Finset.sum_const, Finset.card_univ, Fintype.card_fin, nsmul_eq_mul]
  ring
```

The central vortex has no confinement energy. In the sum over ordered pairs, it and the ring contribute \(2n\log R\), while the ring itself contributes \(n(n-1)\log R+n\log n\). Hence

\[
E_{\text{centred}}=n\bigl(R^2-(n+1)\log R\bigr)-n\log n .
\]

## The best radius

```lean
/-- A radial energy `A (R² - m log R) - C` with `A ≥ 0` and `m > 0` attains its minimum over
`R > 0`, with the value `A (m/2) (1 - log (m/2)) - C`. -/
theorem radial_isLeast {f : ℝ → ℝ} {A m C : ℝ} (hA : 0 ≤ A) (hm : 0 < m)
    (hf : ∀ R, 0 < R → f R = A * (R ^ 2 - m * Real.log R) - C) :
    IsLeast (f '' Set.Ioi 0) (A * (m / 2 * (1 - Real.log (m / 2))) - C) := by
  constructor
  · -- the minimum sits at R² = m/2
    have hp : 0 < √(m / 2) := Real.sqrt_pos.2 (by positivity)
    refine ⟨√(m / 2), hp, ?_⟩
    rw [hf _ hp, Real.sq_sqrt (by positivity), Real.log_sqrt (by positivity)]
    ring
  · rintro _ ⟨R, hR', rfl⟩
    have hR : 0 < R := hR'
    rw [hf R hR]
    have h := Real.log_le_sub_one_of_pos (show 0 < R ^ 2 / (m / 2) by positivity)
    rw [Real.log_div (by positivity) (by positivity), Real.log_pow] at h
    push_cast at h
    have h3 : m / 2 * (R ^ 2 / (m / 2)) = R ^ 2 := by field_simp
    have h2 := mul_le_mul_of_nonneg_left h (by positivity : 0 ≤ m / 2)
    rw [mul_sub (m / 2) (R ^ 2 / (m / 2)) 1, h3] at h2
    have h4 : m / 2 * (1 - Real.log (m / 2)) ≤ R ^ 2 - m * Real.log R := by linarith
    have h5 := mul_le_mul_of_nonneg_left h4 hA
    linarith
```

Both energies have the form \(A(R^2-m\log R)-C\). Put \(x=R^2/(m/2)\) in \(\log x\le x-1\) and multiply by \(m/2\):

\[
R^2-m\log R\;\ge\;\frac m2\Bigl(1-\log\frac m2\Bigr),
\]

with equality at \(R^2=m/2\). In the statement, `f '' Set.Ioi 0` is the set of values of \(f\) on \(R>0\), and `IsLeast` says that a number belongs to this set and is a lower bound for it. The two bullets of the proof treat these two parts in that order.

```lean
/-- The lowest energy of a regular `(n+1)`-gon over all radii `R > 0`, for `n ≥ 1`. -/
theorem polygon_isLeast {n : ℕ} (hn : 1 ≤ n) :
    IsLeast ((fun R => energy (polygon (n + 1) R)) '' Set.Ioi 0)
      (((n : ℝ) + 1) * ((n : ℝ) / 2 * (1 - Real.log ((n : ℝ) / 2)))
        - ((n : ℝ) + 1) * Real.log ((n : ℝ) + 1)) :=
  radial_isLeast (by positivity) (by exact_mod_cast hn)
    (fun R hR => (energy_polygon hR).trans (by push_cast; ring))
```

For the ring of \(n+1\) vortices, \(m=n\) and the best radius is \(R^2=n/2\). The lowest energy is

\[
a=\frac{n(n+1)}2\Bigl(1-\log\frac n2\Bigr)-(n+1)\log(n+1).
\]

The condition \(n\ge1\) excludes a single vortex, whose energy \(R^2\) has no minimum over \(R>0\).

```lean
/-- The lowest energy of a regular `n`-gon with a central vortex over all radii `R > 0`. -/
theorem centred_isLeast (n : ℕ) :
    IsLeast ((fun R => energy (centred n R)) '' Set.Ioi 0)
      ((n : ℝ) * (((n : ℝ) + 1) / 2 * (1 - Real.log (((n : ℝ) + 1) / 2)))
        - (n : ℝ) * Real.log n) :=
  radial_isLeast (by positivity) (by positivity) (fun R hR => energy_centred hR)
```

With a central vortex, \(m=n+1\), so \(R^2=(n+1)/2\) and

\[
b=\frac{n(n+1)}2\Bigl(1-\log\frac{n+1}2\Bigr)-n\log n .
\]

## Where the order reverses

Subtracting the two minima leaves

\[
b-a=\Bigl(\tfrac{n(n+1)}2-n\Bigr)\log n-\Bigl(\tfrac{n(n+1)}2-(n+1)\Bigr)\log(n+1).
\]

```lean
/-- The logarithmic inequality that decides the comparison for `n + 1 ≥ 6` vortices. -/
theorem log_gap {n : ℕ} (hn : 5 ≤ n) :
    ((n : ℝ) * (n + 1) / 2 - n) * Real.log n
      < ((n : ℝ) * (n + 1) / 2 - (n + 1)) * Real.log ((n : ℝ) + 1) := by
  rcases hn.eq_or_lt with rfl | h
  · -- six vortices: 5¹⁰ < 6⁹
    have h := Real.log_lt_log (by norm_num) (by norm_num : (5 : ℝ) ^ 10 < 6 ^ 9)
    rw [Real.log_pow, Real.log_pow] at h
    have e : ((5 : ℕ) : ℝ) + 1 = 6 := by norm_num
    rw [e]
    push_cast at h ⊢
    linarith
  · have h6 : (6 : ℝ) ≤ n := by exact_mod_cast (show 6 ≤ n from h)
    generalize (n : ℝ) = x at h6 ⊢
    have hx : 0 < x := by linarith
    have hx1 : 0 < x + 1 := by linarith
    have g := Real.log_le_sub_one_of_pos (div_pos hx hx1)
    rw [Real.log_div hx.ne' hx1.ne', div_sub_one hx1.ne', le_div_iff₀ hx1] at g
    have l := Real.log_le_sub_one_of_pos (show 0 < x / 6 by positivity)
    rw [Real.log_div hx.ne' (by norm_num)] at l
    have l6 : Real.log 6 < 2 := by
      rw [Real.log_lt_iff_lt_exp (by norm_num), show (2 : ℝ) = 1 + 1 by norm_num, Real.exp_add]
      nlinarith [Real.exp_one_gt_d9]
    have k := mul_le_mul_of_nonneg_left g (by linarith : 0 ≤ x / 2 - 1)
    nlinarith [k, l, l6]
```

This lemma says that the difference is negative for \(n\ge5\). At \(n=5\) it equals \(10\log5-9\log6\), which is negative because \(5^{10}<6^9\).

For \(n\ge6\), the two coefficients differ by 1, so

\[
b-a=\log n+\Bigl(\frac n2-1\Bigr)(n+1)\log\frac n{n+1}.
\]

The inequality \(\log x\le x-1\) gives \((n+1)\log\frac n{n+1}\le-1\). Applied to \(n/6\), together with \(\log6<2\), it also gives \(\log n<1+n/6\). Therefore

\[
b-a<1+\frac n6-\frac n2+1=2-\frac n3\le0 .
\]

In the code `g` and `l` are the two uses of the inequality, and `nlinarith` combines them.

```lean
/-- For `n + 1 ≥ 2` vortices let `a` be the lowest energy of the regular `(n+1)`-gon and `b` that
of the regular `n`-gon with a central vortex, each over all positive radii. The polygon is
strictly lower exactly up to five vortices, the centred arrangement exactly from six on. -/
theorem shell_transition {n : ℕ} (hn : 1 ≤ n) {a b : ℝ}
    (ha : IsLeast ((fun R => energy (polygon (n + 1) R)) '' Set.Ioi 0) a)
    (hb : IsLeast ((fun R => energy (centred n R)) '' Set.Ioi 0) b) :
    (a < b ↔ n + 1 ≤ 5) ∧ (b < a ↔ 6 ≤ n + 1) := by
  have hn0 : (n : ℝ) ≠ 0 := by
    exact_mod_cast (show n ≠ 0 by omega)
  have hd : b - a = ((n : ℝ) * (n + 1) / 2 - n) * Real.log n
      - ((n : ℝ) * (n + 1) / 2 - (n + 1)) * Real.log ((n : ℝ) + 1) := by
    rw [ha.unique (polygon_isLeast hn), hb.unique (centred_isLeast n),
      Real.log_div hn0 (by norm_num), Real.log_div (by positivity) (by norm_num)]
    ring
  rcases le_or_gt 5 n with h | h
  · have hba : b < a := by linarith [log_gap h]
    exact ⟨⟨fun h' => absurd h' (not_lt_of_ge hba.le), fun h' => absurd h' (by omega)⟩,
      ⟨fun _ => by omega, fun _ => hba⟩⟩
  · have key : ((n : ℝ) * (n + 1) / 2 - (n + 1)) * Real.log ((n : ℝ) + 1)
        < ((n : ℝ) * (n + 1) / 2 - n) * Real.log n := by
      clear hd ha hb hn0
      have h2 : 0 < Real.log 2 := Real.log_pos (by norm_num)
      have h3 := Real.log_lt_log (by norm_num) (by norm_num : (4 : ℝ) ^ 2 < 3 ^ 3)
      have h4 := Real.log_lt_log (by norm_num) (by norm_num : (5 : ℝ) ^ 5 < 4 ^ 6)
      rw [Real.log_pow, Real.log_pow] at h3 h4
      push_cast at h3 h4
      interval_cases n
      · rw [show ((1 : ℕ) : ℝ) + 1 = 2 by norm_num, Nat.cast_one, Real.log_one]
        linarith
      · rw [show ((2 : ℕ) : ℝ) + 1 = 3 by norm_num]
        push_cast
        linarith
      · rw [show ((3 : ℕ) : ℝ) + 1 = 4 by norm_num]
        push_cast
        linarith
      · rw [show ((4 : ℕ) : ℝ) + 1 = 5 by norm_num]
        push_cast
        linarith
    have hab : a < b := by linarith
    exact ⟨⟨fun _ => by omega, fun _ => hab⟩,
      ⟨fun h' => absurd h' (not_lt_of_ge hab.le), fun h' => absurd h' (by omega)⟩⟩
```

The hypotheses `ha` and `hb` say that \(a\) and \(b\) are the lowest energies of the two families; the preceding theorems supply such values. The conclusion is a pair of equivalences: \(a<b\) exactly when \(n+1\le5\), and \(b<a\) exactly when \(n+1\ge6\).

The step `hd` is the formula for \(b-a\). For \(n\ge5\) the lemma decides its sign. For smaller \(n\), `interval_cases n` goes through the four values:

- \(n=1\) and \(n=2\): \(b-a=\log2>0\).
- \(n=3\): \(b-a=3\log3-2\log4>0\), since \(3^3>4^2\).
- \(n=4\): \(b-a=6\log4-5\log5>0\), since \(4^6>5^5\).

```lean
/-- Some regular pentagon has lower energy than every square with a central vortex, and some
regular pentagon with a central vortex has lower energy than every regular hexagon. -/
theorem five_and_six :
    (∃ R : ℝ, 0 < R ∧ ∀ S : ℝ, 0 < S → energy (polygon 5 R) < energy (centred 4 S)) ∧
    (∃ S : ℝ, 0 < S ∧ ∀ R : ℝ, 0 < R → energy (centred 5 S) < energy (polygon 6 R)) := by
  constructor
  · have a := polygon_isLeast (n := 4) (by norm_num)
    have b := centred_isLeast 4
    have h := (shell_transition (by norm_num) a b).1.2 (by norm_num)
    obtain ⟨R, hR, hRa⟩ := a.1
    refine ⟨R, hR, fun S hS => ?_⟩
    have hb := b.2 (Set.mem_image_of_mem _ (show S ∈ Set.Ioi (0 : ℝ) from hS))
    exact (hRa.trans_lt h).trans_le hb
  · have a := polygon_isLeast (n := 5) (by norm_num)
    have b := centred_isLeast 5
    have h := (shell_transition (by norm_num) a b).2.2 (by norm_num)
    obtain ⟨S, hS, hSb⟩ := b.1
    refine ⟨S, hS, fun R hR => ?_⟩
    have ha := a.2 (Set.mem_image_of_mem _ (show R ∈ Set.Ioi (0 : ℝ) from hR))
    exact (hSb.trans_lt h).trans_le ha

end

end VortexShells
```

Here the comparison is stated without \(a\) and \(b\). Some pentagon lies below every centred square, whatever the square's radius \(S\), and some centred pentagon lies below every hexagon. The proof takes the radius at which the lower minimum is attained and chains the inequalities.

## The energies for five and six vortices

Inserting \(n=4\) and \(n=5\) into the formulas for \(a\) and \(b\) gives:

| Vortices | Arrangement | Best \(R^2\) | Lowest energy |
|---|---|---|---|
| 5 | pentagon | 2 | \(10(1-\log2)-5\log5\approx-4.979\) |
| 5 | centred square | 5/2 | \(10(1-\log\tfrac52)-4\log4\approx-4.708\) |
| 6 | hexagon | 5/2 | \(15(1-\log\tfrac52)-6\log6\approx-9.495\) |
| 6 | centred pentagon | 3 | \(15(1-\log3)-5\log5\approx-9.526\) |

The gap is about 0.271 for five vortices and only about 0.031 for six, so at six a numerical error of 0.04 in one of the two energies can already reverse their order.

```lean
#print axioms VortexShells.five_and_six
-- 'VortexShells.five_and_six' depends on axioms: [propext, Classical.choice, Quot.sound]
```
